# An energy average with capped branching weights lies between the fully reweighted energy and the plain mean

The declaration `cappedEnergy_between` concerns a finite, nonempty population of walkers with arbitrary real local energies `E i`, each given the branching weight exp(−τ(`E i` − `ET`)) with τ > 0. If every weight is capped at some `c > 0`, the weighted sum of the local energies, divided by the total capped weight, is at least the corresponding average with uncapped weights and at most the unweighted mean. The attempt proves each inequality by comparing the weights of two walkers at a time, through `weightedEnergy_le`. For the first inequality it applies `cap_mul_le`, which compares two caps, with the looser cap set too high to affect either weight, and then tries to rewrite that cap away.

An attempt in Lean 4 with a fault in it:

```lean
import Mathlib

open Finset

namespace CappedEnergyBetween

noncomputable section

variable {ι : Type*} [Fintype ι]

/-- The branching weight `exp(-τ(e - E_T))` of a walker with local energy `e`. -/
def branchingWeight (τ ET e : ℝ) : ℝ := Real.exp (-τ * (e - ET))

/-- The average of the local energies `E` with weights `w`, for nonzero total weight. -/
def weightedEnergy (w E : ι → ℝ) : ℝ := (∑ i, w i * E i) / ∑ i, w i

/-- The energy averaged with the full branching weights, for a nonempty population. -/
def reweightedEnergy (τ ET : ℝ) (E : ι → ℝ) : ℝ :=
  weightedEnergy (fun i => branchingWeight τ ET (E i)) E

/-- The energy averaged with branching weights capped at `c`, for a nonempty population
and `c > 0`. -/
def cappedEnergy (τ ET c : ℝ) (E : ι → ℝ) : ℝ :=
  weightedEnergy (fun i => min (branchingWeight τ ET (E i)) c) E

/-- The unweighted average of the local energies of a nonempty population. -/
def meanEnergy (E : ι → ℝ) : ℝ := (∑ i, E i) / Fintype.card ι

/-- For nonzero total weights, the difference of two weighted energies is a sum over pairs
of walkers. -/
theorem weightedEnergy_sub {u v E : ι → ℝ} (hu : ∑ i, u i ≠ 0) (hv : ∑ i, v i ≠ 0) :
    weightedEnergy v E - weightedEnergy u E =
      (∑ i, ∑ j, (v i * u j - v j * u i) * (E i - E j)) /
        (2 * (∑ i, v i) * ∑ i, u i) := by
  have key : ∑ i, ∑ j, (v i * u j - v j * u i) * (E i - E j) =
      2 * ((∑ i, v i * E i) * (∑ i, u i) - (∑ i, u i * E i) * ∑ i, v i) := by
    have h : ∀ i j, (v i * u j - v j * u i) * (E i - E j) =
        (v i * E i) * u j - v i * (u j * E j) - (u i * E i) * v j + u i * (v j * E j) := by
      intro i j
      ring
    simp_rw [h, sum_add_distrib, sum_sub_distrib, ← mul_sum, ← sum_mul]
    ring
  rw [key]
  unfold weightedEnergy
  rw [div_sub_div _ _ hv hu, div_eq_div_iff (mul_ne_zero hv hu)
    (mul_ne_zero (mul_ne_zero two_ne_zero hv) hu)]
  ring

omit [Fintype ι] in
/-- If `v i * u j ≤ v j * u i` whenever `E i < E j`, then the product
`(v i * u j - v j * u i) * (E i - E j)` is nonnegative for every pair. -/
theorem pair_nonneg {u v E : ι → ℝ} (h : ∀ i j, E i < E j → v i * u j ≤ v j * u i) (i j : ι) :
    0 ≤ (v i * u j - v j * u i) * (E i - E j) := by
  rcases lt_trichotomy (E i) (E j) with h1 | h1 | h1
  · nlinarith [mul_nonneg (sub_nonneg.2 (h i j h1)) (sub_nonneg.2 h1.le)]
  · rw [h1, sub_self, mul_zero]
  · exact mul_nonneg (sub_nonneg.2 (h j i h1)) (sub_nonneg.2 h1.le)

/-- If positive weights `v` favour the higher energy in every pair at least as much as positive
weights `u` do, the `v`-average of the energy is at least the `u`-average. -/
theorem weightedEnergy_le [Nonempty ι] {u v E : ι → ℝ} (hu : ∀ i, 0 < u i)
    (hv : ∀ i, 0 < v i) (h : ∀ i j, E i < E j → v i * u j ≤ v j * u i) :
    weightedEnergy u E ≤ weightedEnergy v E := by
  have hU : 0 < ∑ i, u i := sum_pos (fun i _ => hu i) univ_nonempty
  have hV : 0 < ∑ i, v i := sum_pos (fun i _ => hv i) univ_nonempty
  have hT := pair_nonneg h
  have hd := weightedEnergy_sub (E := E) hU.ne' hV.ne'
  have hn := div_nonneg (sum_nonneg fun i (_ : i ∈ univ) =>
    sum_nonneg fun j (_ : j ∈ univ) => hT i j) (mul_pos (mul_pos two_pos hV) hU).le
  linarith

/-- For `τ > 0`, a walker of higher local energy has a smaller branching weight. -/
theorem branchingWeight_lt {τ e e' : ℝ} (ET : ℝ) (hτ : 0 < τ) (h : e < e') :
    branchingWeight τ ET e' < branchingWeight τ ET e :=
  Real.exp_lt_exp.2 (by nlinarith [mul_pos hτ (sub_pos.2 h)])

/-- Lowering a positive cap from `c'` to `c` reduces the larger of two positive weights by at
least as large a factor as the smaller one. -/
theorem cap_mul_le {a b c c' : ℝ} (hb : 0 < b) (hab : b ≤ a) (hc : 0 < c) (hcc : c ≤ c') :
    min a c * min b c' ≤ min b c * min a c' := by
  rcases le_total b c with h | h
  · rw [min_eq_left h, min_eq_left (h.trans hcc)]
    have h1 := mul_le_mul_of_nonneg_left (min_le_min (le_refl a) hcc) hb.le
    linarith
  · rw [min_eq_right h, min_eq_right (h.trans hab)]
    exact mul_le_mul_of_nonneg_left (min_le_min hab le_rfl) hc.le

/-- Imposing a positive cap reduces the larger of two positive weights by at least as large a
factor as the smaller one. -/
theorem cap_mul_le_uncapped {a b c : ℝ} (hb : 0 < b) (hab : b ≤ a) (hc : 0 < c) :
    min a c * b ≤ min b c * a := by
  -- a cap above both weights is no cap at all
  have h := cap_mul_le hb hab hc (le_max_right a c)
  rwa [min_eq_left (hab.trans (le_max_left a c)), min_eq_left (le_max_left a c)] at h

/-- For `τ > 0` and a cap `c > 0`, the energy of a nonempty population averaged with capped
branching weights is at least the fully reweighted energy and at most the unweighted mean. -/
theorem cappedEnergy_between [Nonempty ι] {τ c : ℝ} (ET : ℝ) (E : ι → ℝ)
    (hτ : 0 < τ) (hc : 0 < c) :
    reweightedEnergy τ ET E ≤ cappedEnergy τ ET c E ∧
      cappedEnergy τ ET c E ≤ meanEnergy E := by
  constructor
  · refine weightedEnergy_le (fun _ => Real.exp_pos _)
      (fun _ => lt_min (Real.exp_pos _) hc) ?_
    intro i j h
    have hw := (branchingWeight_lt ET hτ h).le
    have h1 := cap_mul_le (Real.exp_pos _) hw hc (le_max_right (branchingWeight τ ET (E i)) c)
    rwa [min_eq_left (hw.trans (le_max_left _ _)), min_eq_left (le_max_left _ _)] at h1
  · -- the mean is the average with uniform weights
    have hm : meanEnergy E = weightedEnergy (fun _ => 1) E := by
      simp [meanEnergy, weightedEnergy]
    rw [hm]
    refine weightedEnergy_le (fun _ => lt_min (Real.exp_pos _) hc) (fun _ => one_pos) ?_
    intro i j h
    simp only [one_mul]
    exact min_le_min (branchingWeight_lt ET hτ h).le le_rfl

end

end CappedEnergyBetween
```

Compiling this gives:

```
Main.lean:108:9: error: Tactic `rewrite` failed: Did not find an occurrence of the pattern
  min (branchingWeight τ ET (E j)) (max (branchingWeight τ ET (E i)) ?m.80)
in the target expression
  min (branchingWeight τ ET (E i)) c * min (Real.exp (-τ * (E j - ET))) (max (branchingWeight τ ET (E i)) c) ≤
    min (Real.exp (-τ * (E j - ET))) c * min (branchingWeight τ ET (E i)) (max (branchingWeight τ ET (E i)) c)

case left
ι : Type u_1
inst✝¹ : Fintype ι
inst✝ : Nonempty ι
τ c ET : ℝ
E : ι → ℝ
hτ : 0 < τ
hc : 0 < c
i j : ι
h : E i < E j
hw : branchingWeight τ ET (E j) ≤ branchingWeight τ ET (E i)
h1 :
  min (branchingWeight τ ET (E i)) c * min (Real.exp (-τ * (E j - ET))) (max (branchingWeight τ ET (E i)) c) ≤
    min (Real.exp (-τ * (E j - ET))) c * min (branchingWeight τ ET (E i)) (max (branchingWeight τ ET (E i)) c)
⊢ min (branchingWeight τ ET (E i)) c * branchingWeight τ ET (E j) ≤
    min (branchingWeight τ ET (E j)) c * branchingWeight τ ET (E i)
```

What went wrong. The error says that `rewrite` could not find the minimum it was meant to simplify in `h1`. That minimum is there, but its first argument is written differently. In building `h1`, the argument `Real.exp_pos _` made Lean write the smaller weight as `Real.exp (-τ * (E j - ET))`. The rewrite rule takes its form from `hw`, where the same weight is `branchingWeight τ ET (E j)`. The two are equal by definition, which is why `cap_mul_le` accepted `hw`, but `rewrite` does not unfold `branchingWeight` when it searches for a pattern.

The repair replaces the three lines with a call to `cap_mul_le_uncapped`, already proved in the file. Its proof removes the loose cap in the same way, but for weights that are plain variables `a` and `b`, so the mismatch cannot arise there. Its conclusion has the form of the goal, and `exact` can unfold `branchingWeight` when it checks that `Real.exp_pos _` proves the smaller weight positive, so no rewriting is needed.

As a diff, the version that Lean accepts:

```diff
@@ -104,7 +104,5 @@
       (fun _ => lt_min (Real.exp_pos _) hc) ?_
     intro i j h
-    have hw := (branchingWeight_lt ET hτ h).le
-    have h1 := cap_mul_le (Real.exp_pos _) hw hc (le_max_right (branchingWeight τ ET (E i)) c)
-    rwa [min_eq_left (hw.trans (le_max_left _ _)), min_eq_left (le_max_left _ _)] at h1
+    exact cap_mul_le_uncapped (Real.exp_pos _) (branchingWeight_lt ET hτ h).le hc
   · -- the mean is the average with uniform weights
     have hm : meanEnergy E = weightedEnergy (fun _ => 1) E := by
```
